# Cyclotron mass of a carrier with a constant positive definite mass tensor: $1/m_c^2=\langle b,Mb\rangle/\det M$ for a field along the unit vector $b$

Q: An electron sits in one of the spheroidal conduction valleys of silicon, and I switch on a static magnetic field. It accelerates more easily across the valley axis than along it, so in general its velocity doesn't simply turn about the field. Which single mass sets the resonance frequency when the field is tilted?

A: Start from the semiclassical equation $M\dot v=q\,v\times B$, with charge $q$ and effective-mass tensor $M$. The tensor stands for the curvature of the band at its minimum: $M^{-1}$ is the Hessian of the energy in $k$, divided by $\hbar^2$. We take it as constant. Let $C_b$ be the matrix with $C_bv=b\times v$. Since $v\times B=-B\times v$, the equation reads $\dot v=-q\,M^{-1}C_B\,v$, and the frequency follows from the eigenvalues of $M^{-1}C_B$.

Q: Then do the determinant by hand, with indices 0, 1, 2.

A: For symmetric $M$ with entries $m_{ij}$,

$$xM-C_b=\begin{pmatrix}xm_{00}&xm_{01}+b_2&xm_{02}-b_1\\ xm_{01}-b_2&xm_{11}&xm_{12}+b_0\\ xm_{02}+b_1&xm_{12}-b_0&xm_{22}\end{pmatrix}.$$

The product of the diagonal entries is $x^3m_{00}m_{11}m_{22}$. The three terms with one diagonal entry are

$$-xm_{00}(x^2m_{12}^2-b_0^2)-xm_{11}(x^2m_{02}^2-b_1^2)-xm_{22}(x^2m_{01}^2-b_2^2).$$

In the sum of the two cyclic products the even powers of $x$ cancel, leaving

$$2x^3m_{01}m_{12}m_{02}+2x(m_{01}b_0b_1+m_{12}b_1b_2+m_{02}b_0b_2).$$

Collecting powers gives

$$\det(xM-C_b)=x^3\det M+x\,\langle b,Mb\rangle.$$

Because $xM-C_b=M(x-M^{-1}C_b)$, the left side is also $\det M$ times the characteristic polynomial of $M^{-1}C_b$. Dividing,

$$\chi(x)=x\left(x^2+\frac{\langle b,Mb\rangle}{\det M}\right).$$

For positive definite $M$ and unit $b$ the ratio is positive. The eigenvalues are $0$ and $\pm i/m_c$, with $m_c=\sqrt{\det M/\langle b,Mb\rangle}$.

Q: How do you get from eigenvalues to motion?

A: Put $A=M^{-1}C_B$ and $\kappa=\langle B,MB\rangle/\det M$. By Cayley-Hamilton, $A^3=-\kappa A$. The acceleration is $a=-qAv$, so $\dot a=-qAa$ and

$$\ddot a=q^2A^2a=-q^3A^3v=q^3\kappa Av=-q^2\kappa\,a.$$

With $B=|B|\,b$ this is an oscillation at $\omega=|q||B|/m_c$.

Q: Now the formal version. What are the objects?

A: Vectors are functions `Fin 3 → ℝ`, and $M$ is a real 3×3 matrix.

```lean
import Mathlib

open Matrix
open Polynomial (X C)

namespace CyclotronMassTensor

noncomputable section
```

The cross-product matrix is written out entry by entry.

```lean
/-- The matrix of the cross product with `b` from the left. -/
def crossMatrix (b : Fin 3 → ℝ) : Matrix (Fin 3) (Fin 3) ℝ :=
  !![0, -b 2, b 1; b 2, 0, -b 0; -b 1, b 0, 0]
```

The definition `generator` is the matrix $M^{-1}C_b$; the equation of motion multiplies it by $-q$.

```lean
/-- The matrix `M⁻¹ C` for an invertible mass tensor `M`, where `C` is the cross-product matrix of
the field vector `b`. -/
def generator (M : Matrix (Fin 3) (Fin 3) ℝ) (b : Fin 3 → ℝ) :
    Matrix (Fin 3) (Fin 3) ℝ :=
  M⁻¹ * crossMatrix b
```

The mass is given by its formula; `⬝ᵥ` is the dot product and `*ᵥ` applies a matrix to a vector.

```lean
/-- The cyclotron mass `√(det M / ⟨b, M b⟩)` for a positive definite mass tensor `M`
and a unit vector `b` along the field. -/
def cyclotronMass (M : Matrix (Fin 3) (Fin 3) ℝ) (b : Fin 3 → ℝ) : ℝ :=
  √(M.det / (b ⬝ᵥ M *ᵥ b))
```

Q: So the cyclotron mass is defined as the answer. Isn't the formula for $1/m_c^2$ then empty?

A: On its own it says little more than that the square root is taken of a positive number. The physics enters through the characteristic polynomial and the equation of motion, which tie that number to a frequency. The first step is to identify the matrix with Mathlib's cross product `⨯₃`, which this lemma does component by component.

```lean
/-- The cross-product matrix of `b` sends `v` to `b × v`. -/
theorem crossMatrix_mulVec (b v : Fin 3 → ℝ) : crossMatrix b *ᵥ v = b ⨯₃ v := by
  ext i
  fin_cases i <;>
    simp [crossMatrix, cross_apply, Matrix.mulVec, dotProduct, Fin.sum_univ_three] <;> ring
```

Q: And the determinant?

A: It is the expansion above. Symmetry replaces the lower off-diagonal entries by the upper ones, `Matrix.det_fin_three` expands, and `ring` collects powers.

```lean
/-- The secular determinant of a symmetric mass tensor in a magnetic field has only a
cubic and a linear term. -/
theorem secular_det (M : Matrix (Fin 3) (Fin 3) ℝ) (hM : M.IsSymm) (b : Fin 3 → ℝ) (x : ℝ) :
    (x • M - crossMatrix b).det = x ^ 3 * M.det + x * (b ⬝ᵥ M *ᵥ b) := by
  have h01 : M 1 0 = M 0 1 := hM.apply 0 1
  have h02 : M 2 0 = M 0 2 := hM.apply 0 2
  have h12 : M 2 1 = M 1 2 := hM.apply 1 2
  rw [Matrix.det_fin_three, Matrix.det_fin_three]
  simp [crossMatrix, Matrix.mulVec, dotProduct, Fin.sum_univ_three, h01, h02, h12]
  ring
```

Next comes the factorisation. Two real polynomials are equal if they agree at every real $x$, so the proof evaluates at $x$. There `h` is the identity $M(x-M^{-1}C_b)=xM-C_b$, and multiplicativity of the determinant does the rest. In polynomial expressions `C` embeds a constant; it is not the cross-product matrix.

```lean
/-- For a symmetric invertible mass tensor, `det M` times the characteristic polynomial of
the generator is `X (det M X² + ⟨b, M b⟩)`. -/
theorem det_mul_charpoly (M : Matrix (Fin 3) (Fin 3) ℝ) (hM : M.IsSymm) (hdet : M.det ≠ 0)
    (b : Fin 3 → ℝ) :
    C M.det * (generator M b).charpoly = X * (C M.det * X ^ 2 + C (b ⬝ᵥ M *ᵥ b)) := by
  apply Polynomial.funext
  intro x
  -- factor the mass tensor out of the secular matrix
  have h : M * (Matrix.scalar (Fin 3) x - generator M b) = x • M - crossMatrix b := by
    rw [generator, mul_sub, ← mul_assoc,
      Matrix.mul_nonsing_inv _ (isUnit_iff_ne_zero.mpr hdet), one_mul]
    congr 1
    ext i j
    simp [Matrix.scalar_apply, Matrix.mul_diagonal, mul_comm]
  rw [Polynomial.eval_mul, Polynomial.eval_C, Matrix.eval_charpoly, ← Matrix.det_mul, h,
    secular_det M hM]
  simp only [Polynomial.eval_mul, Polynomial.eval_add, Polynomial.eval_pow,
    Polynomial.eval_X, Polynomial.eval_C]
  ring
```

Q: Where do positivity and the unit vector come in?

A: In the main theorem. `M.PosDef` supplies symmetry and $\det M>0$. The condition `b ⬝ᵥ b = 1` makes $b$ nonzero, hence $\langle b,Mb\rangle>0$. The three conclusions are a positive mass, its inverse square, and the characteristic polynomial. For the last, the proof cancels the nonzero factor $\det M$ from the previous identity.

```lean
/-- For a positive definite mass tensor and a unit field direction `b`, the cyclotron mass is
positive, its inverse square is `⟨b, M b⟩ / det M`, and the characteristic polynomial of `generator
M b` is `X (X² + ⟨b, M b⟩ / det M)`. -/
theorem cyclotron_charpoly (M : Matrix (Fin 3) (Fin 3) ℝ) (hM : M.PosDef)
    (b : Fin 3 → ℝ) (hb : b ⬝ᵥ b = 1) :
    0 < cyclotronMass M b ∧
    1 / cyclotronMass M b ^ 2 = (b ⬝ᵥ M *ᵥ b) / M.det ∧
    (generator M b).charpoly = X * (X ^ 2 + C ((b ⬝ᵥ M *ᵥ b) / M.det)) := by
  have hsymm : M.IsSymm :=
    Matrix.IsSymm.ext fun i j => by simpa using hM.isHermitian.apply i j
  have hd : 0 < M.det := hM.det_pos
  have hb0 : b ≠ 0 := by
    rintro rfl
    simp at hb
  have hs : 0 < b ⬝ᵥ M *ᵥ b := by simpa using hM.dotProduct_mulVec_pos hb0
  refine ⟨Real.sqrt_pos.mpr (div_pos hd hs), ?_, ?_⟩
  · rw [cyclotronMass, Real.sq_sqrt (div_pos hd hs).le, one_div_div]
  · -- divide the secular identity by the determinant
    apply mul_left_cancel₀ (Polynomial.C_ne_zero.mpr hd.ne')
    have hC : C M.det * C ((b ⬝ᵥ M *ᵥ b) / M.det) = C (b ⬝ᵥ M *ᵥ b) := by
      rw [← Polynomial.C_mul]
      congr 1
      field_simp
    rw [det_mul_charpoly M hsymm hd.ne' b]
    linear_combination (-X) * hC
```

Q: Suppose I drop positive definiteness and sit at a saddle point of the band.

A: Take $M=\mathrm{diag}(1,-1,1)$ and $b=(0,0,1)$. Then $\det M=-1$ and $\langle b,Mb\rangle=1$, so $\chi(x)=x(x^2-1)$ has the real roots $\pm1$. For $B=b$ and $q>0$, the velocity $(e^{qt},e^{qt},0)$ solves the equation of motion and runs away. No cyclotron mass exists for this field direction, though along $(0,1,0)$ the ratio is $+1$ and the carrier does oscillate. For $b=(0,0,1)$, Lean's square root of $-1$ is $0$, so the first two conclusions fail.

Q: A polynomial still isn't a trajectory. Does the file treat the differential equation?

A: Yes. The hypothesis `hv` says that `a` is the derivative of `v` at every time, and `newton` is $Ma=q\,v\times B$. The field `B` is constant in time and need not be normalised. The conclusion supplies a function `j`, the derivative of the acceleration, whose own derivative is $-(q^2\langle B,MB\rangle/\det M)\,a$. The smoothness of `a` is thus derived from the equation.

```lean
/-- For a symmetric invertible mass tensor `M`, if a carrier of charge `q` obeys `M dv/dt = q v × B`
at all times, its acceleration `a` is twice differentiable and satisfies `a'' = -(q² ⟨B, M B⟩ / det
M) a`. -/
theorem acceleration_oscillates (M : Matrix (Fin 3) (Fin 3) ℝ) (hM : M.IsSymm)
    (hdet : M.det ≠ 0) (q : ℝ) (B : Fin 3 → ℝ) (v a : ℝ → Fin 3 → ℝ)
    (hv : ∀ t, HasDerivAt v (a t) t) (newton : ∀ t, M *ᵥ a t = q • (v t ⨯₃ B)) :
    ∃ j : ℝ → Fin 3 → ℝ, (∀ t, HasDerivAt a (j t) t) ∧
      ∀ t, HasDerivAt j (-(q ^ 2 * (B ⬝ᵥ M *ᵥ B) / M.det) • a t) t := by
  -- solve the equation of motion for the acceleration
  have ha : ∀ t, a t = (-q) • (generator M B *ᵥ v t) := by
    intro t
    have h1 : M *ᵥ a t = (-q) • (crossMatrix B *ᵥ v t) := by
      rw [newton t, crossMatrix_mulVec, ← cross_anticomm B (v t), smul_neg, neg_smul]
    calc a t = M⁻¹ *ᵥ (M *ᵥ a t) := by
          rw [Matrix.mulVec_mulVec, Matrix.nonsing_inv_mul _ (isUnit_iff_ne_zero.mpr hdet),
            Matrix.one_mulVec]
      _ = (-q) • (generator M B *ᵥ v t) := by
          rw [h1, Matrix.mulVec_smul, Matrix.mulVec_mulVec, generator]
  have hp := det_mul_charpoly M hM hdet B
  generalize generator M B = A at ha hp
  -- Cayley-Hamilton reduces the cube of the generator
  have h0 : M.det • (A * A * A) + (B ⬝ᵥ M *ᵥ B) • A = 0 := by
    have h := congrArg (Polynomial.aeval A) hp
    rw [map_mul, Matrix.aeval_self_charpoly, mul_zero] at h
    simp only [map_mul, map_add, map_pow, Polynomial.aeval_X, Polynomial.aeval_C,
      Algebra.algebraMap_eq_smul_one] at h
    rw [h]
    simp only [mul_add, smul_mul_assoc, one_mul, mul_smul_comm, mul_one, pow_two, mul_assoc]
  have h3 : A * A * A = (-((B ⬝ᵥ M *ᵥ B) / M.det)) • A := by
    calc A * A * A = M.det⁻¹ • (M.det • (A * A * A)) := by
          rw [smul_smul, inv_mul_cancel₀ hdet, one_smul]
      _ = (-((B ⬝ᵥ M *ᵥ B) / M.det)) • A := by
          rw [eq_neg_of_add_eq_zero_left h0]
          module
  have hlin : ∀ f g : ℝ → Fin 3 → ℝ, (∀ t, HasDerivAt f (g t) t) →
      ∀ t, HasDerivAt (fun s => (-q) • (A *ᵥ f s)) ((-q) • (A *ᵥ g t)) t :=
    fun f g h t => ((LinearMap.toContinuousLinearMap
      (Matrix.mulVecLin A)).hasFDerivAt.comp_hasDerivAt t (h t)).const_smul (-q)
  have hj : ∀ t, HasDerivAt a ((-q) • (A *ᵥ a t)) t := by
    intro t
    have h := hlin v a hv t
    rwa [← (funext ha : a = fun s => (-q) • (A *ᵥ v s))] at h
  refine ⟨fun t => (-q) • (A *ᵥ a t), hj, fun t => (hlin a _ hj t).congr_deriv ?_⟩
  have h3v : A *ᵥ (A *ᵥ (A *ᵥ v t)) = (-((B ⬝ᵥ M *ᵥ B) / M.det)) • (A *ᵥ v t) := by
    rw [Matrix.mulVec_mulVec, Matrix.mulVec_mulVec, h3, Matrix.smul_mulVec]
  rw [ha t]
  simp only [Matrix.mulVec_smul, h3v]
  module
```

The proof follows the hand calculation. `ha` solves for $a=-qAv$. Putting $A$ into its own characteristic polynomial gives `h0`, and division by $\det M$ gives `h3`, the formula for $A^3$. `hlin` lets the constant matrix pass through the derivative; using it twice gives $\dot a$ and $\ddot a$, and `h3v` reduces the cube.

Q: This theorem asks only for a symmetric invertible $M$. Is the motion always an oscillation?

A: No. The coefficient $q^2\langle B,MB\rangle/\det M$ may have either sign, as the saddle shows, and for $B=0$ it vanishes. With positive definite $M$ and $B\neq0$ it gives $\omega^2>0$ for $q\neq0$.

Q: Does anything satisfy these hypotheses with unequal masses?

A: An elliptical orbit in velocity space does. With masses $1,4,1$, charge $2$ and unit field along the third axis, $\omega^2=4\cdot1/4=1$, which matches the $\cos t$ and $\sin t$ below. The proof differentiates each component and then checks the force equation.

```lean
/-- With masses `1, 4, 1`, charge `2` and a unit field along the third axis, the velocity
`(2 cos t, -sin t, 0)` solves the equation of motion. -/
theorem acceleration_oscillates_witness :
    (∀ t : ℝ, HasDerivAt (fun s : ℝ => ![2 * Real.cos s, -Real.sin s, 0])
      ![-2 * Real.sin t, -Real.cos t, 0] t) ∧
    ∀ t : ℝ, Matrix.diagonal ![(1 : ℝ), 4, 1] *ᵥ ![-2 * Real.sin t, -Real.cos t, 0] =
      (2 : ℝ) • (![2 * Real.cos t, -Real.sin t, 0] ⨯₃ ![0, 0, 1]) := by
  constructor
  · intro t
    rw [hasDerivAt_pi]
    intro i
    fin_cases i
    · simpa using (Real.hasDerivAt_cos t).const_mul 2
    · simpa using (Real.hasDerivAt_sin t).fun_neg
    · simpa using hasDerivAt_const t (0 : ℝ)
  · intro t
    ext i
    fin_cases i <;> simp [cross_apply, Matrix.mulVec_diagonal]
    ring
```

Q: Back to my silicon valley, then.

A: Put its axis along the third direction, with transverse mass $m_t$ (`mt`) and longitudinal mass $m_l$ (`ml`).

```lean
/-- The mass tensor of a spheroidal valley with its axis along the third direction. -/
def valley (mt ml : ℝ) : Matrix (Fin 3) (Fin 3) ℝ := Matrix.diagonal ![mt, mt, ml]
```

The field direction has polar angle $\theta$ from that axis and azimuth $\varphi$.

```lean
/-- The unit vector with polar angle `θ` from the valley axis and azimuth `φ`. -/
def direction (θ φ : ℝ) : Fin 3 → ℝ :=
  ![Real.sin θ * Real.cos φ, Real.sin θ * Real.sin φ, Real.cos θ]
```

By hand, $\det M=m_t^2m_l$. In $\langle b,Mb\rangle$ the azimuth drops out through $\cos^2\varphi+\sin^2\varphi=1$, leaving $m_t\sin^2\theta+m_l\cos^2\theta$. In the proof these are `hd` and `hs`.

```lean
/-- The cyclotron mass of a spheroidal valley in terms of the polar angle of the field. -/
theorem valley_mass (mt ml θ φ : ℝ) : cyclotronMass (valley mt ml) (direction θ φ) =
    √(mt * mt * ml / (mt * Real.sin θ ^ 2 + ml * Real.cos θ ^ 2)) := by
  have hd : (valley mt ml).det = mt * mt * ml := by
    simp [valley, Matrix.det_diagonal, Fin.prod_univ_three]
  have hs : direction θ φ ⬝ᵥ valley mt ml *ᵥ direction θ φ =
      mt * Real.sin θ ^ 2 + ml * Real.cos θ ^ 2 := by
    simp [valley, direction, dotProduct, Fin.sum_univ_three, Matrix.mulVec_diagonal]
    linear_combination mt * Real.sin θ ^ 2 * Real.sin_sq_add_cos_sq φ
  rw [cyclotronMass, hd, hs]
```

Dividing the second by the first gives

$$\frac1{m_c^2}=\frac{\cos^2\theta}{m_t^2}+\frac{\sin^2\theta}{m_tm_l}.$$

The Lean proof squares the root, which needs a nonnegative argument, and clears denominators. Both steps use positive masses.

```lean
/-- For a spheroidal valley and a field at angle `θ` to its axis,
`1/m_c² = cos² θ / mt² + sin² θ / (mt ml)`. -/
theorem valley_inverse_sq_mass (mt ml θ φ : ℝ) (ht : 0 < mt) (hl : 0 < ml) :
    1 / cyclotronMass (valley mt ml) (direction θ φ) ^ 2 =
      Real.cos θ ^ 2 / mt ^ 2 + Real.sin θ ^ 2 / (mt * ml) := by
  rw [valley_mass, Real.sq_sqrt (by positivity), one_div_div]
  field_simp
  ring
```

Q: What would I do with this, and what does it leave out?

A: Within a parabolic, single-carrier model without scattering, it turns a mass tensor from a band-structure calculation into the angle-dependent position of a cyclotron resonance. Non-parabolic bands, electric fields, Berry curvature, spin and Landau quantisation are absent from the model.

Q: Give me two limits I can check at once.

A: With the field along the axis, the carrier circles in the transverse plane and the mass is $m_t$. With the field perpendicular to the axis, the orbit involves one light and one heavy direction, and the mass is their geometric mean $\sqrt{m_tm_l}$. The last theorem inserts $\theta=0$ and $\theta=\pi/2$ and simplifies the root.

```lean
/-- The cyclotron mass of a spheroidal valley is `mt` for a field along the axis and
`√(mt ml)` for a field perpendicular to it. -/
theorem valley_principal_masses (mt ml φ : ℝ) (ht : 0 < mt) (hl : 0 < ml) :
    cyclotronMass (valley mt ml) (direction 0 φ) = mt ∧
    cyclotronMass (valley mt ml) (direction (Real.pi / 2) φ) = √(mt * ml) := by
  constructor
  · rw [valley_mass, Real.sin_zero, Real.cos_zero]
    have h : mt * mt * ml / (mt * 0 ^ 2 + ml * 1 ^ 2) = mt ^ 2 := by
      rw [div_eq_iff (by positivity)]
      ring
    rw [h, Real.sqrt_sq ht.le]
  · rw [valley_mass, Real.sin_pi_div_two, Real.cos_pi_div_two]
    have h : mt * mt * ml / (mt * 1 ^ 2 + ml * 0 ^ 2) = mt * ml := by
      rw [div_eq_iff (by positivity)]
      ring
    rw [h]

end

end CyclotronMassTensor
```

```lean
#print axioms CyclotronMassTensor.cyclotron_charpoly
#print axioms CyclotronMassTensor.acceleration_oscillates
#print axioms CyclotronMassTensor.valley_inverse_sq_mass
#print axioms CyclotronMassTensor.valley_principal_masses
```

```
'CyclotronMassTensor.cyclotron_charpoly' depends on axioms: [propext, Classical.choice, Quot.sound]
'CyclotronMassTensor.acceleration_oscillates' depends on axioms: [propext, Classical.choice, Quot.sound]
'CyclotronMassTensor.valley_inverse_sq_mass' depends on axioms: [propext, Classical.choice, Quot.sound]
'CyclotronMassTensor.valley_principal_masses' depends on axioms: [propext, Classical.choice, Quot.sound]
```
